# Maximum-likelihood signal variance of a zero-mean Gaussian process with covariance \(aR\): \(\hat a = y^{\mathsf T}R^{-1}y/n\) for nonzero data

I am fitting a Gaussian process to the energies of a set of atomic configurations, with a baseline already subtracted so that the prior mean is zero. The kernel gives me a positive definite correlation matrix \(R\), and an unknown signal variance \(a>0\) multiplies it, so the covariance of my \(n\) energies \(y\) is \(aR\). At present I search for \(a\) numerically along with the length scales.

I have read that this is unnecessary, because for fixed \(R\) the negative log likelihood has exactly one minimiser, \(a = y^{\mathsf T}R^{-1}y/n\). Setting the derivative to zero does give me this value, but I would like a rigorous argument that it is the global minimum and the only one, checked by machine. May I also substitute it before optimising the length scales?

## Eliminating the variance from the likelihood

Yes to both, provided that \(y\neq 0\) and that the whole covariance scales with \(a\). For such a model the signal variance can be removed from the hyperparameter search, which leaves one dimension fewer to explore.

### From the Gaussian likelihood to the minimum

For a positive definite covariance matrix \(K\), the negative log likelihood is

\[
\mathcal L(K)=\tfrac12\,y^{\mathsf T}K^{-1}y+\tfrac12\log\det K+\tfrac n2\log 2\pi .
\]

Put \(K=aR\). Then \(K^{-1}=a^{-1}R^{-1}\) and \(\det K=a^n\det R\). With \(q=y^{\mathsf T}R^{-1}y\), this gives

\[
L(a)=\mathcal L(aR)=\frac{q}{2a}+\frac n2\log a+c,\qquad c=\tfrac12\log\det R+\tfrac n2\log 2\pi ,
\]

where \(c\) does not depend on \(a\). Since \(y\neq0\), there is at least one observation, so \(n\ge1\). The inverse of a positive definite matrix is positive definite, so \(q>0\), and \(\hat a=q/n\) is an admissible variance.

Now compare any \(a>0\) with \(\hat a\), using \(q=n\hat a\):

\[
L(a)-L(\hat a)=\frac{n\hat a}{2a}-\frac n2+\frac n2\log\frac{a}{\hat a}
=\frac n2\left(\frac{\hat a}{a}-1-\log\frac{\hat a}{a}\right).
\]

The function \(g(x)=x-1-\log x\) has derivative \(1-1/x\), which is negative for \(0<x<1\) and positive for \(x>1\). As \(g(1)=0\), we have \(g(x)>0\) for every positive \(x\neq1\). Hence \(L(a)>L(\hat a)\) whenever \(a\neq\hat a\), which settles existence and uniqueness of the global minimum together.

At the minimum, \(q/(2\hat a)=n/2\), so

\[
L(\hat a)=\tfrac12\left(n\log\hat a+\log\det R\right)+\tfrac n2\left(1+\log2\pi\right).
\]

Let \(R(\theta)\) depend on further hyperparameters \(\theta\), such as length scales, and write \(\hat a(\theta)\) for the corresponding variance. If \((a,\theta)\) is a joint minimiser, then \(a\) is optimal at that \(\theta\), so \(a=\hat a(\theta)\). Comparing with the pairs \((\hat a(\eta),\eta)\) shows that \(\theta\) minimises

\[
n\log\hat a(\theta)+\log\det R(\theta).
\]

Conversely, suppose that \(\theta\) minimises this expression. For any competitor \((b,\eta)\), replacing \(b\) by \(\hat a(\eta)\) does not raise the negative log likelihood, and replacing \((\hat a(\eta),\eta)\) by \((\hat a(\theta),\theta)\) does not raise it either. So \((\hat a(\theta),\theta)\) is a joint minimiser.

The condition \(y\neq0\) is needed. If \(y=0\) and \(n\ge1\), then \(L(a)=\frac n2\log a+c\), and halving \(a\) lowers it by \(\frac n2\log2\), whatever \(a\) was.

### The Lean file

```lean
import Mathlib

open Matrix

namespace GaussianProcessSignalVariance

noncomputable section

variable {ι : Type*} [Fintype ι] [DecidableEq ι]

/-- Negative log likelihood of data `y` under a zero-mean Gaussian with covariance matrix `K`. -/
def negLogLik (K : Matrix ι ι ℝ) (y : ι → ℝ) : ℝ :=
  (y ⬝ᵥ K⁻¹ *ᵥ y) / 2 + Real.log K.det / 2
    + (Fintype.card ι : ℝ) / 2 * Real.log (2 * Real.pi)

/-- The signal variance `yᵀ R⁻¹ y / n` computed from `n` data `y` and the correlation
matrix `R`. -/
def optVariance (R : Matrix ι ι ℝ) (y : ι → ℝ) : ℝ :=
  (y ⬝ᵥ R⁻¹ *ᵥ y) / (Fintype.card ι : ℝ)

/-- For the covariance `a R` the negative log likelihood is `yᵀ R⁻¹ y / (2a) + (n/2) log a`
plus terms that do not depend on the signal variance `a`. -/
theorem negLogLik_smul {R : Matrix ι ι ℝ} (hR : R.PosDef) (y : ι → ℝ) {a : ℝ} (ha : 0 < a) :
    negLogLik (a • R) y =
      (y ⬝ᵥ R⁻¹ *ᵥ y) / (2 * a) + (Fintype.card ι : ℝ) / 2 * Real.log a
        + (Real.log R.det / 2 + (Fintype.card ι : ℝ) / 2 * Real.log (2 * Real.pi)) := by
  have hdet : R.det ≠ 0 := hR.det_pos.ne'
  -- the inverse covariance scales with the inverse variance
  have hinv : (a • R)⁻¹ = a⁻¹ • R⁻¹ := by
    apply Matrix.inv_eq_right_inv
    rw [Matrix.smul_mul, Matrix.mul_smul, smul_smul, mul_inv_cancel₀ ha.ne', one_smul,
      Matrix.mul_nonsing_inv _ hdet.isUnit]
  -- the determinant scales with the n-th power of the variance
  have hlog : Real.log (a • R).det = (Fintype.card ι : ℝ) * Real.log a + Real.log R.det := by
    rw [Matrix.det_smul, Real.log_mul (pow_ne_zero _ ha.ne') hdet, Real.log_pow]
  unfold negLogLik
  rw [hinv, hlog, Matrix.smul_mulVec, dotProduct_smul, smul_eq_mul]
  ring

omit [DecidableEq ι] in
/-- Nonzero data have at least one component, so the number of data is positive. -/
theorem card_pos_of_data {y : ι → ℝ} (hy : y ≠ 0) : (0 : ℝ) < (Fintype.card ι : ℝ) := by
  obtain ⟨i, _⟩ := Function.ne_iff.mp hy
  exact Nat.cast_pos.mpr (Fintype.card_pos_iff.mpr ⟨i⟩)

/-- For nonzero data the variance `yᵀ R⁻¹ y / n` is positive. -/
theorem optVariance_pos {R : Matrix ι ι ℝ} (hR : R.PosDef) {y : ι → ℝ} (hy : y ≠ 0) :
    0 < optVariance R y := by
  have h := hR.inv.dotProduct_mulVec_pos hy
  rw [star_trivial] at h
  exact div_pos h (card_pos_of_data hy)

/-- For nonzero data, the excess of the negative log likelihood at variance `a > 0` over its value
at `s = yᵀ R⁻¹ y / n` is `(n/2) (s/a - 1 - log (s/a))`. -/
theorem negLogLik_excess {R : Matrix ι ι ℝ} (hR : R.PosDef) {y : ι → ℝ} (hy : y ≠ 0)
    {a : ℝ} (ha : 0 < a) :
    negLogLik (a • R) y - negLogLik (optVariance R y • R) y =
      (Fintype.card ι : ℝ) / 2 *
        (optVariance R y / a - 1 - Real.log (optVariance R y / a)) := by
  have hs := optVariance_pos hR hy
  have hn := card_pos_of_data hy
  have hq : y ⬝ᵥ R⁻¹ *ᵥ y = (Fintype.card ι : ℝ) * optVariance R y := by
    unfold optVariance
    rw [mul_div_cancel₀ _ hn.ne']
  rw [negLogLik_smul hR y ha, negLogLik_smul hR y hs, hq, Real.log_div hs.ne' ha.ne',
    mul_div_mul_right _ _ hs.ne']
  ring

/-- Main theorem: for nonzero data, `yᵀ R⁻¹ y / n` is a positive signal variance, and every
other positive signal variance has a strictly larger negative log likelihood. -/
theorem optVariance_unique_minimiser {R : Matrix ι ι ℝ} (hR : R.PosDef) {y : ι → ℝ}
    (hy : y ≠ 0) :
    0 < optVariance R y ∧ ∀ a : ℝ, 0 < a → a ≠ optVariance R y →
      negLogLik (optVariance R y • R) y < negLogLik (a • R) y := by
  have hs := optVariance_pos hR hy
  refine ⟨hs, fun a ha hne => ?_⟩
  have hx : optVariance R y / a ≠ 1 := by
    intro h
    rw [div_eq_one_iff_eq ha.ne'] at h
    exact hne h.symm
  -- the logarithm lies strictly below its tangent at 1
  have hlog := Real.log_lt_sub_one_of_pos (div_pos hs ha) hx
  have hpos : 0 < (Fintype.card ι : ℝ) / 2 *
      (optVariance R y / a - 1 - Real.log (optVariance R y / a)) :=
    mul_pos (half_pos (card_pos_of_data hy)) (by linarith)
  have hex := negLogLik_excess hR hy ha
  linarith

/-- For nonzero data, the value of the negative log likelihood at the signal variance `yᵀ R⁻¹ y /
n`. -/
theorem negLogLik_concentrated {R : Matrix ι ι ℝ} (hR : R.PosDef) {y : ι → ℝ} (hy : y ≠ 0) :
    negLogLik (optVariance R y • R) y =
      ((Fintype.card ι : ℝ) * Real.log (optVariance R y) + Real.log R.det) / 2
        + (Fintype.card ι : ℝ) / 2 * (1 + Real.log (2 * Real.pi)) := by
  have hs := optVariance_pos hR hy
  have hn := card_pos_of_data hy
  have hq : y ⬝ᵥ R⁻¹ *ᵥ y = (Fintype.card ι : ℝ) * optVariance R y := by
    unfold optVariance
    rw [mul_div_cancel₀ _ hn.ne']
  rw [negLogLik_smul hR y hs, hq, mul_div_mul_right _ _ hs.ne']
  ring

/-- For nonzero data and positive definite matrices `R θ` depending on further hyperparameters `θ`,
a pair `(a, θ)` with `a > 0` minimises the negative log likelihood jointly exactly when `a = yᵀ (R
θ)⁻¹ y / n` and `θ` minimises `n log (yᵀ (R θ)⁻¹ y / n) + log det (R θ)`. -/
theorem joint_minimiser_iff {Θ : Type*} {R : Θ → Matrix ι ι ℝ} (hR : ∀ θ, (R θ).PosDef)
    {y : ι → ℝ} (hy : y ≠ 0) {a : ℝ} (ha : 0 < a) (θ : Θ) :
    (∀ b : ℝ, 0 < b → ∀ η : Θ, negLogLik (a • R θ) y ≤ negLogLik (b • R η) y) ↔
      a = optVariance (R θ) y ∧ ∀ η : Θ,
        (Fintype.card ι : ℝ) * Real.log (optVariance (R θ) y) + Real.log (R θ).det ≤
          (Fintype.card ι : ℝ) * Real.log (optVariance (R η) y) + Real.log (R η).det := by
  constructor
  · intro h
    have hopt : a = optVariance (R θ) y := by
      by_contra hne
      exact not_lt_of_ge (h _ (optVariance_pos (hR θ) hy) θ)
        ((optVariance_unique_minimiser (hR θ) hy).2 a ha hne)
    refine ⟨hopt, fun η => ?_⟩
    have h1 := h _ (optVariance_pos (hR η) hy) η
    rw [hopt, negLogLik_concentrated (hR θ) hy, negLogLik_concentrated (hR η) hy] at h1
    linarith
  · rintro ⟨hopt, h⟩ b hb η
    -- first optimise the variance at fixed η, then compare concentrated likelihoods
    have h1 : negLogLik (optVariance (R η) y • R η) y ≤ negLogLik (b • R η) y := by
      by_cases hbη : b = optVariance (R η) y
      · rw [hbη]
      · exact ((optVariance_unique_minimiser (hR η) hy).2 b hb hbη).le
    refine le_trans ?_ h1
    rw [hopt, negLogLik_concentrated (hR θ) hy, negLogLik_concentrated (hR η) hy]
    linarith [h η]

/-- If there is at least one observation and all data vanish, halving a positive signal variance
lowers the negative log likelihood. -/
theorem zero_data_no_minimiser [Nonempty ι] {R : Matrix ι ι ℝ} (hR : R.PosDef)
    {a : ℝ} (ha : 0 < a) :
    negLogLik ((a / 2) • R) 0 < negLogLik (a • R) 0 := by
  have hn : (0 : ℝ) < (Fintype.card ι : ℝ) := Nat.cast_pos.mpr Fintype.card_pos
  have hlog : Real.log (a / 2) < Real.log a := Real.log_lt_log (half_pos ha) (half_lt_self ha)
  have hmul := mul_lt_mul_of_pos_left hlog (half_pos hn)
  rw [negLogLik_smul hR 0 (half_pos ha), negLogLik_smul hR 0 ha, zero_dotProduct,
    zero_div, zero_div]
  linarith

end

end GaussianProcessSignalVariance
```

```lean
#print axioms GaussianProcessSignalVariance.optVariance_unique_minimiser
-- 'GaussianProcessSignalVariance.optVariance_unique_minimiser' depends on axioms: [propext, Classical.choice, Quot.sound]
#print axioms GaussianProcessSignalVariance.joint_minimiser_iff
-- 'GaussianProcessSignalVariance.joint_minimiser_iff' depends on axioms: [propext, Classical.choice, Quot.sound]
#print axioms GaussianProcessSignalVariance.zero_data_no_minimiser
-- 'GaussianProcessSignalVariance.zero_data_no_minimiser' depends on axioms: [propext, Classical.choice, Quot.sound]
```

### What the theorems say about the model

The finite type `ι` labels the observations, and `Fintype.card ι` is \(n\). The data are a function `y : ι → ℝ`, that is, energies expressed as numbers in a fixed unit. The expression `y ⬝ᵥ R⁻¹ *ᵥ y` is \(y^{\mathsf T}R^{-1}y\), and `a • R` is the covariance \(aR\). The definition `negLogLik` is \(\mathcal L\), with all its constants, and `optVariance R y` is \(\hat a\). Lean assigns `negLogLik` a value for every matrix, but it is a Gaussian likelihood only for a positive definite one; the theorems about it all assume that \(R\) is positive definite and use positive variances.

`optVariance_unique_minimiser` assumes `R.PosDef` and `y ≠ 0`. It states that \(\hat a\) is positive and that every other positive \(a\) has a strictly larger negative log likelihood. `joint_minimiser_iff` states the equivalence for a family `R : Θ → Matrix ι ι ℝ` that is positive definite at every `θ`. The set `Θ` is arbitrary, and neither continuity nor differentiability in \(\theta\) is required. The theorem characterises global joint minimisers; it does not say that one exists or that an optimiser will find it.

`R.PosDef` includes symmetry. Physically, it means that no nontrivial linear combination of the observations has zero prior variance. Two noise-free copies of the same configuration would violate it. A unit diagonal is not required, so \(R\) may be any positive definite matrix; \(a\) is then an overall scale.

The form \(aR\) determines how noise may enter. A noise term whose ratio \(\lambda\) to the signal variance is held fixed fits the model, with \(R=C+\lambda I\) for a kernel matrix \(C\), and \(\lambda\) may be one of the hyperparameters in \(\theta\). A noise variance \(\sigma^2>0\) fixed in absolute terms gives \(aC+\sigma^2I\), which is not of the form \(aR\) with \(R\) independent of \(a\), and the theorems do not apply. The zero mean is likewise an assumption, and the Gaussian likelihood enters as a definition; it is not derived from a probability measure.

The statement could also have been modelled with \(t=\log a\) as the variable. The function becomes \(\frac q2e^{-t}+\frac n2t+c\) on the whole real line, so the positivity constraint disappears. It is strictly convex in \(t\) for \(q>0\), and uniqueness would follow from convexity and the stationary point \(t=\log\hat a\). The price is a theorem about the logarithm of the variance, which must be translated back.

### How the proof follows the calculation

`negLogLik_smul` carries out the scaling step. Its intermediate result `hinv` shows \((aR)^{-1}=a^{-1}R^{-1}\) by multiplying the proposed inverse by \(aR\) and obtaining the identity. `hlog` takes the logarithm of \(a^n\det R\), which is legitimate because both factors are nonzero. The final `ring` collects the terms.

`card_pos_of_data` obtains \(n>0\) from a nonzero component of \(y\). `optVariance_pos` applies positive definiteness of \(R^{-1}\) to \(y\) and divides by \(n\).

`negLogLik_excess` is the exact formula for \(L(a)-L(\hat a)\). It writes \(q\) as \(n\hat a\), expands both likelihoods with `negLogLik_smul`, splits \(\log(\hat a/a)\) and leaves the algebra to `ring`.

In the main theorem, \(a\neq\hat a\) first gives \(\hat a/a\neq1\). The Mathlib lemma `Real.log_lt_sub_one_of_pos` then supplies \(\log x<x-1\) at \(x=\hat a/a\), in place of the sign discussion of \(g'\). Multiplying by \(n/2>0\) makes the excess positive, and `linarith` turns this into the strict inequality. No derivative of the likelihood is taken.

`negLogLik_concentrated` evaluates \(L(\hat a)\). In `joint_minimiser_iff`, the forward direction proves \(a=\hat a(\theta)\) by contradiction with the main theorem, then compares concentrated values. The reverse direction makes the two replacements described above, with `h1` for the change of variance at fixed `η` and `le_trans` to join them.

`zero_data_no_minimiser` sets \(y=0\), so the quadratic terms vanish, and uses \(\log(a/2)<\log a\). Its assumption `Nonempty ι` provides \(n\ge1\), which can no longer be inferred from the data.
